# A one-channel resonance matrix has a real eigenvalue exactly when a level is uncoupled or two levels coincide

Several discrete levels with real energies $d_i$ decay into the same continuum channel, level $i$ with complex amplitude $v_i$. I describe them by the effective Hamiltonian $H = \mathrm{diag}(d) - \mathrm{i}\,v v^*$, whose eigenvalues should lie below the real axis because the states decay. Sometimes, though, one eigenvalue stays real and its state lives forever. I believe this happens only if some level doesn't couple to the channel at all, or if two levels have the same energy, so that a superposition of them can cancel its own decay. Can this be made rigorous, in both directions, and checked by machine?

## A real energy forces the channel amplitude to vanish

Yes. Write $\mathrm{i}$ for the imaginary unit and $i, j$ for level indices. For a state $x$, let $a = v^*x = \sum_j \overline{v_j}\,x_j$ be the amplitude with which it couples to the decay channel, where $v^*$ is the conjugate transpose of $v$. Then

$$(Hx)_i = d_i x_i - \mathrm{i}\,v_i\,a .$$

Suppose $Hx = zx$ with $x \neq 0$. Multiply the $i$-th component by $\overline{x_i}$ and sum over $i$. Since $\sum_i \overline{x_i}\,v_i = \overline{a}$,

$$z\,\|x\|^2 = \sum_i d_i |x_i|^2 - \mathrm{i}\,|a|^2 .$$

The first term on the right is real, so the imaginary part reads

$$\operatorname{Im} z\;\|x\|^2 = -|a|^2 .$$

For a normalised state, $\operatorname{Im} z = -|a|^2$. No eigenvalue lies above the real axis, and if $z = E$ is real, then $a = 0$. The eigenvalue equation then reduces to $(d_i - E)\,x_i = 0$ for every $i$. Conversely, any $x$ with $a = 0$ that satisfies these equations also satisfies $Hx = Ex$.

## Which levels can supply such a state

Let $x \neq 0$ be an eigenvector at real $E$, and choose $i$ with $x_i \neq 0$. Then $d_i = E$. If no other level has energy $E$, all other components of $x$ vanish, so $0 = a = \overline{v_i}\,x_i$ and hence $v_i = 0$. A real eigenvalue is therefore the energy of a level that is either uncoupled or degenerate with another.

For the converse, let $d_i = E$, and let $e_i$ be the basis state of level $i$.

- If $v_i = 0$, then $e_i$ has $a = 0$ and is an eigenvector at $E$.
- If $v_i \neq 0$ and $d_j = E$ for some $j \neq i$, take $x = \overline{v_j}\,e_i - \overline{v_i}\,e_j$. Its amplitude is $a = \overline{v_i}\,\overline{v_j} - \overline{v_j}\,\overline{v_i} = 0$, and $x \neq 0$ because $v_i \neq 0$. Dividing by $\sqrt{|v_i|^2 + |v_j|^2}$ normalises it.

Letting $E$ range over the real numbers gives the criterion you asked for. Since no eigenvalue lies above the real axis, it also follows that every eigenvalue lies strictly below it exactly when all $v_i$ are nonzero and all $d_i$ are distinct.

## The criterion as Lean states it

The levels are labelled by a finite type `n`, which may be empty: there are then no eigenvectors, and both sides of the criterion are false. The type `d : n → ℝ` makes the bare energies real, while `v : n → ℂ` allows complex couplings. In `resonanceMatrix d v`, the expression `Matrix.vecMulVec v (star v)` is the matrix with entries $v_i\overline{v_j}$. `channelAmplitude v x` is $a$, and `IsEigenvalue A z` says that some nonzero $x$ satisfies $Ax = zx$.

The main theorem, `exists_real_eigenvalue_iff`, says that some real `E` is an eigenvalue if and only if some `v i` is zero or there are `i ≠ j` with `d i = d j`. The sharper `real_eigenvalue_iff` identifies which real energies occur, and `all_decay_iff` is the statement about strict decay, with the distinctness of the level energies expressed as `Function.Injective d`.

The coupling strength is absorbed into $v$: if an eigenvalue is written $z = E - \mathrm{i}\Gamma/2$, its width is $\Gamma = -2\operatorname{Im} z$, and a single level $i$ on its own has $z = d_i - \mathrm{i}|v_i|^2$, so $\Gamma = 2|v_i|^2$. The anti-Hermitian term stands for irreversible loss into the channel. It is postulated here, not derived from a continuum, and it has no energy dependence and no accompanying real level shift. Several channels are not treated, nor are the multiplicities of eigenvalues or the diagonalisability of $H$.

```lean
import Mathlib

open Matrix ComplexConjugate

namespace OneChannelResonance

noncomputable section

variable {n : Type*} [Fintype n] [DecidableEq n]

/-- The effective Hamiltonian `diag(d) - i v v^*` of real levels `d` coupled by the
amplitudes `v` to one decay channel. -/
def resonanceMatrix (d : n → ℝ) (v : n → ℂ) : Matrix n n ℂ :=
  Matrix.diagonal (fun i => (d i : ℂ)) - Complex.I • Matrix.vecMulVec v (star v)

omit [DecidableEq n] in
/-- The amplitude `v^* x` with which the state `x` couples to the decay channel. -/
def channelAmplitude (v x : n → ℂ) : ℂ := ∑ j, conj (v j) * x j

omit [DecidableEq n] in
/-- The complex energy `z` belongs to a nonzero eigenvector of `A`. -/
def IsEigenvalue (A : Matrix n n ℂ) (z : ℂ) : Prop :=
  ∃ x : n → ℂ, x ≠ 0 ∧ A *ᵥ x = z • x

/-- The effective Hamiltonian acts by the bare level energy and by a term proportional to
the channel amplitude of the state. -/
theorem resonanceMatrix_mulVec (d : n → ℝ) (v x : n → ℂ) (i : n) :
    (resonanceMatrix d v *ᵥ x) i
      = d i * x i - Complex.I * v i * channelAmplitude v x := by
  rw [resonanceMatrix, Matrix.sub_mulVec, Pi.sub_apply, Matrix.mulVec_diagonal]
  congr 1
  simp only [Matrix.mulVec, dotProduct, Matrix.smul_apply, Matrix.vecMulVec_apply,
    Pi.star_apply, smul_eq_mul, channelAmplitude, Finset.mul_sum, starRingEnd_apply]
  exact Finset.sum_congr rfl fun j _ => by ring

/-- Width identity: the imaginary part of an eigenvalue times the squared norm of its
eigenvector is minus the squared modulus of the channel amplitude. -/
theorem width_identity (d : n → ℝ) (v x : n → ℂ) (z : ℂ)
    (h : resonanceMatrix d v *ᵥ x = z • x) :
    z.im * ∑ i, Complex.normSq (x i) = -Complex.normSq (channelAmplitude v x) := by
  have hi : ∀ i, d i * x i - Complex.I * v i * channelAmplitude v x = z * x i := by
    intro i
    rw [← resonanceMatrix_mulVec, h, Pi.smul_apply, smul_eq_mul]
  have hc : ∑ i, conj (x i) * v i = conj (channelAmplitude v x) := by
    simp only [channelAmplitude, map_sum, map_mul, Complex.conj_conj]
    exact Finset.sum_congr rfl fun j _ => by ring
  -- project the eigenvalue equation on the state itself
  have key : z * ((∑ i, Complex.normSq (x i) : ℝ) : ℂ)
      = ((∑ i, d i * Complex.normSq (x i) : ℝ) : ℂ)
        - Complex.I * (Complex.normSq (channelAmplitude v x) : ℂ) := by
    simp only [Complex.ofReal_sum, Complex.ofReal_mul, Complex.normSq_eq_conj_mul_self]
    rw [← hc, Finset.sum_mul, Finset.mul_sum, Finset.mul_sum, ← Finset.sum_sub_distrib]
    refine Finset.sum_congr rfl fun i _ => ?_
    linear_combination (-(conj (x i))) * hi i
  -- only the channel term contributes to the imaginary part
  have him := congrArg Complex.im key
  simp only [Complex.mul_im, Complex.sub_im, Complex.ofReal_re, Complex.ofReal_im,
    Complex.I_re, Complex.I_im] at him
  linarith

/-- Every eigenvalue of the effective Hamiltonian has nonpositive imaginary part. -/
theorem eigenvalue_im_nonpos (d : n → ℝ) (v : n → ℂ) (z : ℂ)
    (h : IsEigenvalue (resonanceMatrix d v) z) : z.im ≤ 0 := by
  obtain ⟨x, hx, hz⟩ := h
  obtain ⟨i, hi⟩ := Function.ne_iff.mp hx
  have hpos : 0 < ∑ i, Complex.normSq (x i) :=
    Finset.sum_pos' (fun j _ => Complex.normSq_nonneg _)
      ⟨i, Finset.mem_univ i, Complex.normSq_pos.2 hi⟩
  have hw := width_identity d v x z hz
  have hN := Complex.normSq_nonneg (channelAmplitude v x)
  by_contra hneg
  have hm := mul_pos (not_le.mp hneg) hpos
  linarith

/-- A state solves the eigenvalue equation at a real energy exactly when its channel
amplitude vanishes and it solves the equation of the bare levels at that energy. -/
theorem real_energy_state_iff (d : n → ℝ) (v x : n → ℂ) (E : ℝ) :
    resonanceMatrix d v *ᵥ x = (E : ℂ) • x ↔
      channelAmplitude v x = 0 ∧ ∀ i, (d i : ℂ) * x i = E * x i := by
  constructor
  · intro h
    have hw := width_identity d v x E h
    rw [Complex.ofReal_im, zero_mul] at hw
    have ha : channelAmplitude v x = 0 := Complex.normSq_eq_zero.mp (by linarith)
    refine ⟨ha, fun i => ?_⟩
    have hi := congrFun h i
    rw [resonanceMatrix_mulVec, ha, Pi.smul_apply, smul_eq_mul] at hi
    linear_combination hi
  · rintro ⟨ha, h⟩
    funext i
    rw [resonanceMatrix_mulVec, ha, Pi.smul_apply, smul_eq_mul]
    linear_combination h i

/-- A real energy is an eigenvalue exactly when it is the energy of a level that is
uncoupled from the channel or degenerate with another level. -/
theorem real_eigenvalue_iff (d : n → ℝ) (v : n → ℂ) (E : ℝ) :
    IsEigenvalue (resonanceMatrix d v) E ↔
      ∃ i, d i = E ∧ (v i = 0 ∨ ∃ j, j ≠ i ∧ d j = E) := by
  constructor
  · rintro ⟨x, hx, h⟩
    obtain ⟨ha, hd⟩ := (real_energy_state_iff d v x E).mp h
    have hlev : ∀ j, x j ≠ 0 → d j = E := fun j hj =>
      Complex.ofReal_injective (mul_right_cancel₀ hj (hd j))
    obtain ⟨i, hi⟩ := Function.ne_iff.mp hx
    refine ⟨i, hlev i hi, ?_⟩
    by_cases hj : ∃ j, j ≠ i ∧ d j = E
    · exact Or.inr hj
    · -- without degeneracy the state sits on the single level `i`
      left
      have hs : channelAmplitude v x = conj (v i) * x i := by
        refine Finset.sum_eq_single i (fun j _ hji => ?_)
          (fun hn => absurd (Finset.mem_univ i) hn)
        have hxj : x j = 0 := by
          by_contra hne
          exact hj ⟨j, hji, hlev j hne⟩
        rw [hxj, mul_zero]
      rw [hs] at ha
      exact (map_eq_zero (starRingEnd ℂ)).mp ((mul_eq_zero.mp ha).resolve_right hi)
  · rintro ⟨i, hi, hcase⟩
    by_cases hv : v i = 0
    · -- an uncoupled level is itself an eigenstate
      refine ⟨Pi.single i 1, fun h0 => ?_, (real_energy_state_iff d v _ E).mpr ⟨?_, ?_⟩⟩
      · have := congrFun h0 i
        simp at this
      · simp [channelAmplitude, Pi.single_apply, hv]
      · intro k
        by_cases hk : k = i
        · rw [hk, hi]
        · simp [hk]
    · -- two degenerate levels combine so that their channel amplitudes cancel
      obtain ⟨j, hji, hj⟩ := hcase.resolve_left hv
      refine ⟨Pi.single i (conj (v j)) - Pi.single j (conj (v i)), fun h0 => ?_,
        (real_energy_state_iff d v _ E).mpr ⟨?_, ?_⟩⟩
      · have := congrFun h0 j
        simp [hji, hv] at this
      · simp only [channelAmplitude, Pi.sub_apply, mul_sub, Finset.sum_sub_distrib,
          Pi.single_apply, mul_ite, mul_zero, Finset.sum_ite_eq', Finset.mem_univ, if_true]
        ring
      · intro k
        by_cases hk : k = i
        · rw [hk, hi]
        · by_cases hk' : k = j
          · rw [hk', hj]
          · simp [hk, hk']

/-- The one-channel resonance matrix has a real eigenvalue exactly when some level is
uncoupled from the channel or two distinct levels are degenerate. -/
theorem exists_real_eigenvalue_iff (d : n → ℝ) (v : n → ℂ) :
    (∃ E : ℝ, IsEigenvalue (resonanceMatrix d v) E) ↔
      (∃ i, v i = 0) ∨ ∃ i j, i ≠ j ∧ d i = d j := by
  constructor
  · rintro ⟨E, hE⟩
    obtain ⟨i, hi, hv | ⟨j, hji, hj⟩⟩ := (real_eigenvalue_iff d v E).mp hE
    · exact Or.inl ⟨i, hv⟩
    · exact Or.inr ⟨j, i, hji, hj.trans hi.symm⟩
  · rintro (⟨i, hv⟩ | ⟨i, j, hij, hd⟩)
    · exact ⟨d i, (real_eigenvalue_iff d v _).mpr ⟨i, rfl, Or.inl hv⟩⟩
    · exact ⟨d j, (real_eigenvalue_iff d v _).mpr ⟨j, rfl, Or.inr ⟨i, hij, hd⟩⟩⟩

/-- All eigenvalues have strictly negative imaginary part exactly when every level couples to the
channel and the level energies are pairwise distinct. -/
theorem all_decay_iff (d : n → ℝ) (v : n → ℂ) :
    (∀ z, IsEigenvalue (resonanceMatrix d v) z → z.im < 0) ↔
      (∀ i, v i ≠ 0) ∧ Function.Injective d := by
  constructor
  · intro h
    have hno : ¬ ∃ E : ℝ, IsEigenvalue (resonanceMatrix d v) E := by
      rintro ⟨E, hE⟩
      have := h E hE
      rw [Complex.ofReal_im] at this
      exact lt_irrefl 0 this
    rw [exists_real_eigenvalue_iff] at hno
    refine ⟨fun i hv => hno (Or.inl ⟨i, hv⟩), fun i j hd => ?_⟩
    by_contra hij
    exact hno (Or.inr ⟨i, j, hij, hd⟩)
  · rintro ⟨hv, hd⟩ z hz
    refine lt_of_le_of_ne (eigenvalue_im_nonpos d v z hz) fun him => ?_
    have hreal : ((z.re : ℝ) : ℂ) = z := Complex.ext (by simp) (by simp [him])
    rcases (exists_real_eigenvalue_iff d v).mp ⟨z.re, by rw [hreal]; exact hz⟩ with
      ⟨i, hi⟩ | ⟨i, j, hij, he⟩
    · exact hv i hi
    · exact hij (hd he)

end

end OneChannelResonance
```

```lean
#print axioms OneChannelResonance.exists_real_eigenvalue_iff
-- 'OneChannelResonance.exists_real_eigenvalue_iff' depends on axioms: [propext, Classical.choice, Quot.sound]
#print axioms OneChannelResonance.all_decay_iff
-- 'OneChannelResonance.all_decay_iff' depends on axioms: [propext, Classical.choice, Quot.sound]
```

## How the Lean proof follows the calculation

`resonanceMatrix_mulVec` is the component formula for $Hx$. In `width_identity`, `hi` is the eigenvalue equation in components, `hc` is the identity $\sum_i \overline{x_i}\,v_i = \overline{a}$, and `key` is the projected equation. The `linear_combination` step multiplies each component by $\overline{x_i}$; taking `Complex.im` of both sides then leaves only the channel term.

`eigenvalue_im_nonpos` combines this identity with $\|x\|^2 > 0$. `real_energy_state_iff` sets the imaginary part to zero, obtains $a = 0$, and reduces the problem to the bare levels.

The proof of `real_eigenvalue_iff` has the same cases as the argument above. In the forward direction, `hlev` says that every occupied level has energy $E$, and `Finset.sum_eq_single` collapses $a$ to one term when there is no degeneracy. In the reverse direction, `Pi.single i 1` is $e_i$, and a difference of two `Pi.single` vectors is the cancelling superposition.

`exists_real_eigenvalue_iff` then quantifies over the energy. For `all_decay_iff`, a strictly negative imaginary part rules out real eigenvalues; conversely, `eigenvalue_im_nonpos` leaves only $\operatorname{Im} z = 0$ to exclude, which the main theorem does.

For a resonance calculation whose effective Hamiltonian has this form, the criterion tells you from $d$ and $v$ alone whether a non-decaying state exists, without diagonalising $H$. If the levels are also coupled directly to one another, the Hermitian part of the matrix is not diagonal. Diagonalise that part first, and take $d_i$ and $v_i$ in its eigenbasis.
